# Fermi-Dirac free energy at fixed count $N$ moves by at most $Nd$ when each level moves by at most $d$

A band-structure calculation often replaces one set of eigenvalues by another on the same k-point mesh: interpolated bands for computed ones, a smaller basis for a larger one, a loosely converged diagonalisation for a tight one. The chemical potential is then solved for again to restore the electron count, and the smeared band free energy is summed. For finitely many non-interacting levels with Fermi-Dirac occupations, unchanged non-negative weights, unchanged positive temperature and the same electron count $N$, an eigenvalue error of at most $d$ in every level changes this free energy by at most $Nd$. The bound contains neither the temperature nor the shift of the chemical potential.

## Levels, occupations and the free energy

The levels carry a label $i$ from a finite set `ι`, for instance a pair of k-point and band. Level $i$ has energy $e_i$ and weight $w_i$.

```lean
import Mathlib

open Real

namespace FixedCountFreeEnergy

noncomputable section

variable {ι : Type*} [Fintype ι]
```

With Boltzmann's constant set to one, the temperature $T$ is an energy. The Fermi function of a reduced energy $u$ is $n(u) = 1/(1+\exp u)$, and at chemical potential $\mu$ the occupations are $f_i = n\big((e_i-\mu)/T\big)$, which is `occ T μ e i`.

```lean
/-- The Fermi function `1 / (1 + eˣ)` of the reduced energy `x`. -/
def fermi (x : ℝ) : ℝ := 1 / (1 + Real.exp x)

/-- Fermi-Dirac occupations of the levels `e` at temperature `T` and chemical potential `μ`. -/
def occ (T μ : ℝ) (e : ι → ℝ) (i : ι) : ℝ := fermi ((e i - μ) / T)
```

A level holds at most one electron, so spin degeneracy goes into the label or into the weight. For occupation $p$ the entropy is $s(p) = -p\log p-(1-p)\log(1-p)$ with the natural logarithm, and $s(0)=s(1)=0$. For arbitrary occupations $q_i$ the count and the free energy are
$$\mathcal N[q]=\sum_i w_i q_i,\qquad F[e,q]=\sum_i w_i\big(e_i q_i - T s(q_i)\big).$$

```lean
/-- Binary entropy `s(p) = -p log p - (1 - p) log (1 - p)` of a level with occupation `p`. -/
def entropy (p : ℝ) : ℝ := -(p * Real.log p) - (1 - p) * Real.log (1 - p)

/-- Weighted electron count `∑ wᵢ qᵢ` of the occupations `q`. -/
def electronCount (w q : ι → ℝ) : ℝ := ∑ i, w i * q i

/-- Free energy `∑ wᵢ (eᵢ qᵢ - T s(qᵢ))` of occupations `q` on the spectrum `e`. -/
def freeEnergy (w : ι → ℝ) (T : ℝ) (e q : ι → ℝ) : ℝ :=
  ∑ i, w i * (e i * q i - T * entropy (q i))
```

`freeEnergy w T e q` takes the spectrum and the occupations as independent arguments, which lets the occupations of one spectrum be tried on the other. $F$ is the band term only: the interaction and double-counting terms of a self-consistent total energy are absent.

Let a second spectrum $e'_i$ have chemical potential $\mu'$ and occupations $f'_i$. The claim is that $|F[e,f]-F[e',f']|\le Nd$ if $T>0$, all $w_i\ge 0$, $\mathcal N[f]=\mathcal N[f']=N$ and $|e_i-e'_i|\le d$ for all $i$. The small counterexamples below are arithmetic done in the text and have no theorem in the file. They show that the bound can fail for a negative weight, unequal counts, different weights or occupations that are not Fermi-Dirac; the example with negative $T$ breaks only the minimum property used in the proof.

## Positive temperature makes the Fermi occupation a minimum

The condition $T>0$ says that entropy lowers the free energy. Take one level of energy $x$ measured from $\mu$, let $g(q)=xq-Ts(q)$, and put $f=n(x/T)$. Since $1-n(u)=n(u)\exp u$, one has $\log(1-f)-\log f=x/T$, so $xq=Tq\log(1-f)-Tq\log f$. Adding $-Ts(q)$ and splitting $q\log(1-f)=\log(1-f)-(1-q)\log(1-f)$ gives
$$g(q)=T\log(1-f)+T K,$$
$$K=q\log q-q\log f+(1-q)\log(1-q)-(1-q)\log(1-f).$$
At $q=f$ the relative entropy $K$ vanishes, so $g(q)-g(f)=TK$.

The sign of $K$ comes from $\log y\le y-1$ for $y>0$. With $y=b/a$, multiplied by $a>0$, this is $a\log b-a\log a\le b-a$ for $b>0$; for $a=0$ it reads $0\le b$. `log_tangent` makes the same case split.

```lean
/-- For `a ≥ 0` and `b > 0`, `a log b - a log a ≤ b - a`. -/
theorem log_tangent {a b : ℝ} (ha : 0 ≤ a) (hb : 0 < b) :
    a * Real.log b - a * Real.log a ≤ b - a := by
  rcases ha.eq_or_lt with rfl | h
  · simpa using hb.le
  · have hne := h.ne'
    have h1 := Real.log_le_sub_one_of_pos (div_pos hb h)
    rw [Real.log_div hb.ne' hne] at h1
    have h2 := mul_le_mul_of_nonneg_left h1 h.le
    have h3 : a * (b / a - 1) = b - a := by
      field_simp
    rw [h3] at h2
    linarith
```

The next two lemmas give $0<n(u)<1$ and the logarithm identity; their variable `x` is the reduced energy $u$.

```lean
/-- The Fermi function takes values strictly between 0 and 1. -/
theorem fermi_mem (x : ℝ) : 0 < fermi x ∧ fermi x < 1 := by
  unfold fermi
  have h := Real.exp_pos x
  constructor
  · positivity
  · rw [div_lt_one (by positivity)]
    linarith

/-- For `f = fermi x`, the difference `log (1 - f) - log f` equals the reduced energy `x`. -/
theorem fermi_logit (x : ℝ) : Real.log (1 - fermi x) - Real.log (fermi x) = x := by
  have h : 1 - fermi x = Real.exp x * fermi x := by
    unfold fermi
    have h0 : 1 + Real.exp x ≠ 0 := by positivity
    field_simp
    ring
  rw [h, Real.log_mul (Real.exp_pos x).ne' (fermi_mem x).1.ne', Real.log_exp]
  ring
```

Applying the tangent inequality to $(a,b)=(q,f)$ and to $(1-q,1-f)$ gives right-hand sides $f-q$ and $q-f$. Their sum is zero and the left-hand sides sum to $-K$, so $K\ge0$. These are `g1`, `g2` and `hK` in `level_min`. The trial occupation must satisfy $0\le q\le1$, the Pauli range, because both first arguments must be non-negative. The hypothesis `hT` is used twice: in `hTK` for $TK\ge 0$, and in the last lines to cancel $T$ in $T\,(x/T)=x$. The `nlinarith` call expands $g(q)-g(f)$ and matches it with $TK$.

```lean
/-- For one level of energy `x` and `T > 0`, the function `q ↦ x q - T s(q)` on `[0, 1]` is
smallest at `q = fermi (x / T)`. -/
theorem level_min {T : ℝ} (hT : 0 < T) (x : ℝ) {q : ℝ} (h0 : 0 ≤ q) (h1 : q ≤ 1) :
    x * fermi (x / T) - T * entropy (fermi (x / T)) ≤ x * q - T * entropy q := by
  have main : ∀ f : ℝ, 0 < f → f < 1 → x = T * (Real.log (1 - f) - Real.log f) →
      x * f - T * entropy f ≤ x * q - T * entropy q := by
    intro f hf0 hf1 hx
    have g1 := log_tangent h0 hf0
    have g2 := log_tangent (sub_nonneg.2 h1) (sub_pos.2 hf1)
    -- the gap is `T` times the relative entropy of `q` with respect to `f`
    have hK : 0 ≤ q * Real.log q - q * Real.log f
        + ((1 - q) * Real.log (1 - q) - (1 - q) * Real.log (1 - f)) := by linarith
    have hTK := mul_nonneg hT.le hK
    rw [hx]
    unfold entropy
    nlinarith [hTK]
  refine main _ (fermi_mem _).1 (fermi_mem _).2 ?_
  have hne := hT.ne'
  rw [fermi_logit]
  field_simp
```

For negative $T$ the Fermi occupation is the maximum of $g$: at $x=0$, $T=-1$ one finds $g(1/2)=\log2>g(0)=0$. This reverses the variational inequalities below but does not break the final bound $Nd$, which follows in the same way from maxima; that case is not formalised here. The sharp step of zero temperature is not among the occupations `occ`, and other smearing schemes come with other entropy functions that these lemmas do not treat.

## Non-negative weights and equal count turn the level minimum into a variational principle

The weights are k-point weights, possibly times a degeneracy. The theorems ask only $w_i\ge0$, with no normalisation. Multiplying the one-level inequality at $x=e_i-\mu$ by $w_i$ keeps its direction, and summing gives
$$F[e,f]-\mu\,\mathcal N[f]\le F[e,q]-\mu\,\mathcal N[q]$$
for all $q_i\in[0,1]$. If $\mathcal N[q]=\mathcal N[f]$, the $\mu$ terms cancel and $F[e,f]\le F[e,q]$. In `fermi_minimizes`, `hs` is the weighted sum and uses `hw`, `hid` rewrites each side as $F-\mu\mathcal N$, and `rw [hN] at hb` is where the equal count enters.

```lean
/-- For non-negative weights and `T > 0`, the Fermi-Dirac occupations minimize the free energy among
all occupations in `[0, 1]` with the same electron count. -/
theorem fermi_minimizes {w : ι → ℝ} (hw : ∀ i, 0 ≤ w i) {T : ℝ} (hT : 0 < T) (μ : ℝ)
    (e q : ι → ℝ) (hq : ∀ i, 0 ≤ q i ∧ q i ≤ 1)
    (hN : electronCount w q = electronCount w (occ T μ e)) :
    freeEnergy w T e (occ T μ e) ≤ freeEnergy w T e q := by
  have hs : ∑ i, w i * ((e i - μ) * occ T μ e i - T * entropy (occ T μ e i))
      ≤ ∑ i, w i * ((e i - μ) * q i - T * entropy (q i)) :=
    Finset.sum_le_sum fun i _ =>
      mul_le_mul_of_nonneg_left (level_min hT (e i - μ) (hq i).1 (hq i).2) (hw i)
  -- these sums are `F - μ N`, and `μ N` is the same on both sides
  have hid : ∀ p : ι → ℝ, ∑ i, w i * ((e i - μ) * p i - T * entropy (p i))
      = freeEnergy w T e p - μ * electronCount w p := by
    intro p
    unfold freeEnergy electronCount
    rw [Finset.mul_sum, ← Finset.sum_sub_distrib]
    exact Finset.sum_congr rfl fun i _ => by ring
  have ha := hid (occ T μ e)
  have hb := hid q
  rw [hN] at hb
  linarith
```

A negative weight can break the final bound. Take $w=(1,1,-2)$, $e=(0,0,0)$, $e'=(-d,d,0)$ with $d>0$ and $\mu=\mu'=0$. Because $n(u)+n(-u)=1$, both counts are zero. Here $F[e,f]=0$. Using $g(f)=T\log(1-f)=-T\log\big(1+\exp(-x/T)\big)$ for each level, $F[e',f']=-2T\log\cosh(d/2T)$, which is not zero although $Nd=0$.

Equal count is the physical constraint of a closed system or a cell of fixed charge. The theorems take $\mu$ and $\mu'$ as given together with the count equations; that such chemical potentials exist for a prescribed $N$ is assumed and not derived. Without equal count, a single level with $w=1$, $e=e'=0$ has $d=0$ but $F=-T\log2$ at $\mu=0$ and the larger value $-Ts(f')$ at any $\mu'\ne0$.

## Shared weights and Fermi-Dirac form let each state be a trial for the other

Both spectra use the same $w_i$ and $T$, so at fixed occupations $p$ the entropy terms cancel:
$$F[e',p]-F[e,p]=\sum_i w_i(e'_i-e_i)p_i .$$
Both occupation sets are of Fermi-Dirac form, so both are minimisers at count $N$, and both lie in $[0,1]$. Hence $F[e,f]\le F[e,f']$ and $F[e',f']\le F[e',f]$. Write $\Delta F=F[e',f']-F[e,f]$. The first inequality gives $\Delta F\ge F[e',f']-F[e,f']$, the second $\Delta F\le F[e',f]-F[e,f]$, so
$$\sum_i w_i(e'_i-e_i)f'_i\;\le\;\Delta F\;\le\;\sum_i w_i(e'_i-e_i)f_i .$$
In `freeEnergy_two_sided` the linear identity is `lin`, the two trials are `v1` and `v2`, and `fermi_mem` supplies the Pauli range. No bound on the level shifts is needed yet.

```lean
/-- For non-negative weights, `T > 0` and equal electron count, the change of the Fermi-Dirac free
energy lies between the level shifts summed with weights `wᵢ f'ᵢ` and the level shifts summed with
weights `wᵢ fᵢ`. -/
theorem freeEnergy_two_sided {w : ι → ℝ} (hw : ∀ i, 0 ≤ w i) {T : ℝ} (hT : 0 < T) (μ μ' : ℝ)
    (e e' : ι → ℝ) (hN : electronCount w (occ T μ e) = electronCount w (occ T μ' e')) :
    ∑ i, w i * (e' i - e i) * occ T μ' e' i
        ≤ freeEnergy w T e' (occ T μ' e') - freeEnergy w T e (occ T μ e) ∧
      freeEnergy w T e' (occ T μ' e') - freeEnergy w T e (occ T μ e)
        ≤ ∑ i, w i * (e' i - e i) * occ T μ e i := by
  have lin : ∀ p : ι → ℝ, freeEnergy w T e' p - freeEnergy w T e p
      = ∑ i, w i * (e' i - e i) * p i := by
    intro p
    unfold freeEnergy
    rw [← Finset.sum_sub_distrib]
    exact Finset.sum_congr rfl fun i _ => by ring
  -- each set of occupations is a trial state for the other spectrum
  have v1 := fermi_minimizes hw hT μ e (occ T μ' e')
    (fun i => ⟨(fermi_mem _).1.le, (fermi_mem _).2.le⟩) hN.symm
  have v2 := fermi_minimizes hw hT μ' e' (occ T μ e)
    (fun i => ⟨(fermi_mem _).1.le, (fermi_mem _).2.le⟩) hN
  have l1 := lin (occ T μ e)
  have l2 := lin (occ T μ' e')
  constructor <;> linarith
```

Sharing is built into the statement, which has a single `w` and a single `T`; a comparison of two different k-point meshes is therefore not covered. One level at $e=e'=0$ with $w=1$, $f=1/2$ against $w'=2$, $f'=1/4$ has count $1/2$ both times, yet $F=-T\log 2\approx-0.69\,T$ against $-2Ts(1/4)\approx-1.12\,T$. With arbitrary occupations in place of Fermi-Dirac ones, two unit-weight levels at $\pm\varepsilon$ with $\varepsilon>0$, filled as $(1,0)$ and as $(0,1)$, have equal count and $d=0$ but free energies $2\varepsilon$ apart.

## A uniform bound on the level shifts

Suppose real numbers $a$ and $b$ satisfy $a\le e'_i-e_i\le b$ for every $i$. The products $w_if_i$ and $w_if'_i$ are non-negative and each set sums to $N$, so the left sum above is at least $Na$ and the right sum at most $Nb$. This is the second use of $w_i\ge0$. In `freeEnergy_interval` the facts `l` and `u` are proved term by term; the hint to `nlinarith` is $w_if'_i(e'_i-e_i-a)\ge0$, respectively $w_if_i\big(b-(e'_i-e_i)\big)\ge 0$. With $a=0$ the lower bound says that raising levels does not lower the free energy at fixed count.

```lean
/-- For non-negative weights and `T > 0`, if every level moves by an amount in `[a, b]` and both
Fermi-Dirac counts equal `N`, the free energy changes by an amount in `[N a, N b]`. -/
theorem freeEnergy_interval {w : ι → ℝ} (hw : ∀ i, 0 ≤ w i) {T : ℝ} (hT : 0 < T)
    {μ μ' N a b : ℝ} {e e' : ι → ℝ} (hN : electronCount w (occ T μ e) = N)
    (hN' : electronCount w (occ T μ' e') = N) (h : ∀ i, a ≤ e' i - e i ∧ e' i - e i ≤ b) :
    N * a ≤ freeEnergy w T e' (occ T μ' e') - freeEnergy w T e (occ T μ e) ∧
      freeEnergy w T e' (occ T μ' e') - freeEnergy w T e (occ T μ e) ≤ N * b := by
  obtain ⟨t1, t2⟩ := freeEnergy_two_sided hw hT μ μ' e e' (hN.trans hN'.symm)
  have l : N * a ≤ ∑ i, w i * (e' i - e i) * occ T μ' e' i := by
    rw [← hN']
    unfold electronCount
    rw [Finset.sum_mul]
    refine Finset.sum_le_sum fun i _ => ?_
    have hp : 0 ≤ occ T μ' e' i := (fermi_mem _).1.le
    nlinarith [mul_nonneg (mul_nonneg (hw i) hp) (sub_nonneg.2 (h i).1)]
  have u : ∑ i, w i * (e' i - e i) * occ T μ e i ≤ N * b := by
    rw [← hN]
    unfold electronCount
    rw [Finset.sum_mul]
    refine Finset.sum_le_sum fun i _ => ?_
    have hp : 0 ≤ occ T μ e i := (fermi_mem _).1.le
    nlinarith [mul_nonneg (mul_nonneg (hw i) hp) (sub_nonneg.2 (h i).2)]
  exact ⟨l.trans t1, t2.trans u⟩
```

The constant $d$ is an upper bound on the eigenvalue error at every label, occupied or empty. It is a hypothesis on the two lists of numbers, compared label by label, and it is not derived from a difference of Hamiltonians. `freeEnergy_stable` reads: for non-negative weights `hw`, positive temperature `hT`, real $\mu$, $\mu'$, $N$, $d$, two spectra whose Fermi-Dirac counts both equal $N$ (`hN`, `hN'`), and $|e_i-e'_i|\le d$ at each level (`h`), one has $|F[e,f]-F[e',f']|\le Nd$. The proof calls the interval theorem with $a=-d$, $b=d$ and the two spectra exchanged, which is why `hN' hN` appear in that order: the bound in `h` is on $e_i-e'_i$. Without `h`, the two-sided estimate in terms of the individual shifts remains.

```lean
/-- For non-negative weights and `T > 0`, two spectra whose levels differ by at most `d`, with
Fermi-Dirac occupations of equal count `N`, have free energies that differ by at most `N d`. -/
theorem freeEnergy_stable {w : ι → ℝ} (hw : ∀ i, 0 ≤ w i) {T : ℝ} (hT : 0 < T)
    {μ μ' N d : ℝ} {e e' : ι → ℝ} (hN : electronCount w (occ T μ e) = N)
    (hN' : electronCount w (occ T μ' e') = N) (h : ∀ i, |e i - e' i| ≤ d) :
    |freeEnergy w T e (occ T μ e) - freeEnergy w T e' (occ T μ' e')| ≤ N * d := by
  obtain ⟨t1, t2⟩ := freeEnergy_interval (a := -d) (b := d) hw hT hN' hN
    fun i => abs_le.1 (h i)
  rw [abs_le]
  constructor <;> linarith
```

In the smallest non-empty case, one level with $w>0$, the count fixes $f=f'=N/w$. The two sides of the two-sided estimate coincide, $\Delta F=N(e'-e)$, and the bound is reached when $|e'-e|=d$. With no levels at all the statement is $0\le0$.

## The same estimate counted in holes

Let $W=\sum_i w_i$ be the total capacity. Subtracting the full shift $\sum_i w_i(e'_i-e_i)$ from the two-sided estimate replaces each occupation $p_i$ by $p_i-1$. The hole weights $w_i(1-p_i)$ are non-negative and sum to $W-N$, for $p=f$ and for $p=f'$, so
$$\Big|\Delta F-\sum_i w_i(e'_i-e_i)\Big|\le (W-N)\,d .$$
The hypotheses are those of the main theorem, and the upper limit $p_i\le 1$ now does the work that $p_i\ge0$ did before. The statement `key` bounds $\big|\sum_i w_i(e'_i-e_i)(p_i-1)\big|$ by the triangle inequality; its upper half is used for $f$ and its lower half for $f'$. For more than half filling, $W-N<N$, this locates $\Delta F$ in a narrower window when $d>0$, centred on the full shift.

```lean
/-- For non-negative weights, `T > 0`, levels differing by at most `d` and both Fermi-Dirac counts
equal to `N`, the free-energy change differs from the total weighted level shift `∑ wᵢ (e'ᵢ - eᵢ)`
by at most `(∑ wᵢ - N) d`. -/
theorem freeEnergy_stable_holes {w : ι → ℝ} (hw : ∀ i, 0 ≤ w i) {T : ℝ} (hT : 0 < T)
    {μ μ' N d : ℝ} {e e' : ι → ℝ} (hN : electronCount w (occ T μ e) = N)
    (hN' : electronCount w (occ T μ' e') = N) (h : ∀ i, |e i - e' i| ≤ d) :
    |freeEnergy w T e' (occ T μ' e') - freeEnergy w T e (occ T μ e)
      - ∑ i, w i * (e' i - e i)| ≤ (∑ i, w i - N) * d := by
  obtain ⟨t1, t2⟩ := freeEnergy_two_sided hw hT μ μ' e e' (hN.trans hN'.symm)
  -- the shifts are now weighted by the hole occupations `1 - p`
  have key : ∀ p : ι → ℝ, (∀ i, p i ≤ 1) → electronCount w p = N →
      |∑ i, w i * (e' i - e i) * p i - ∑ i, w i * (e' i - e i)| ≤ (∑ i, w i - N) * d := by
    intro p hp hc
    rw [← hc]
    unfold electronCount
    rw [← Finset.sum_sub_distrib, ← Finset.sum_sub_distrib, Finset.sum_mul]
    refine (Finset.abs_sum_le_sum_abs _ _).trans (Finset.sum_le_sum fun i _ => ?_)
    have hc0 := mul_nonneg (hw i) (sub_nonneg.2 (hp i))
    obtain ⟨h1, h2⟩ := abs_le.1 (h i)
    rw [abs_le]
    constructor <;>
      nlinarith [mul_nonneg hc0 (sub_nonneg.2 h1), mul_nonneg hc0 (sub_nonneg.2 h2)]
  obtain ⟨_, a2⟩ := abs_le.1 (key (occ T μ e) (fun i => (fermi_mem _).2.le) hN)
  obtain ⟨b1, _⟩ := abs_le.1 (key (occ T μ' e') (fun i => (fermi_mem _).2.le) hN')
  rw [abs_le]
  constructor <;> linarith
```

## A rigid shift reaches the bound

Moving every level and $\mu$ by the same $d$ leaves each $e_i-\mu$ unchanged, which is `hx`. The occupations, the count and the entropy stay the same, and $\Delta F=\sum_i w_i d f_i=Nd$. For $d\ge0$, $w_i\ge 0$ and $T>0$ this pair of spectra meets every condition of `freeEnergy_stable` with equality in the conclusion, so the factor $N$ is the best possible. The identity itself needs no condition on $w$, $T$ or the sign of $d$; at $T=0$, however, Lean's division by zero sets every occupation `occ` to $1/2$, so that case of the theorem does not describe a ground state.

```lean
/-- Shifting all levels and the chemical potential by `d` keeps the electron count and changes
the free energy by exactly the count times `d`. -/
theorem freeEnergy_rigid_shift (w e : ι → ℝ) (T μ d : ℝ) :
    electronCount w (occ T (μ + d) fun i => e i + d) = electronCount w (occ T μ e) ∧
      freeEnergy w T (fun i => e i + d) (occ T (μ + d) fun i => e i + d)
        - freeEnergy w T e (occ T μ e) = electronCount w (occ T μ e) * d := by
  have h : (occ T (μ + d) fun i => e i + d) = occ T μ e := by
    funext i
    have hx : e i + d - (μ + d) = e i - μ := by ring
    simp only [occ, hx]
  rw [h]
  refine ⟨rfl, ?_⟩
  simp only [freeEnergy, electronCount]
  rw [← Finset.sum_sub_distrib, Finset.sum_mul]
  exact Finset.sum_congr rfl fun i _ => by ring

end

end FixedCountFreeEnergy
```

```lean
#print axioms FixedCountFreeEnergy.freeEnergy_stable
#print axioms FixedCountFreeEnergy.freeEnergy_stable_holes
#print axioms FixedCountFreeEnergy.freeEnergy_rigid_shift
```

```
'FixedCountFreeEnergy.freeEnergy_stable' depends on axioms: [propext, Classical.choice, Quot.sound]
'FixedCountFreeEnergy.freeEnergy_stable_holes' depends on axioms: [propext, Classical.choice, Quot.sound]
'FixedCountFreeEnergy.freeEnergy_rigid_shift' depends on axioms: [propext, Classical.choice, Quot.sound]
```
